# Insertions of a static vertex into a fermion loop on one linear branch cancel after momentum integration

## One diagram leaves a spurious response

Suppose that a static potential acts on a closed loop of one-dimensional fermions, with two or more lines that all belong to the same branch of linear dispersion, and that only the diagram with the potential on the first line is kept. This diagram can have a nonzero integral over the loop momentum, and the calculation then reports a response that the full set of diagrams does not have. For such a loop of free propagators at fixed Matsubara frequencies, with the loop momentum integrated over the whole real axis, the diagrams with the potential on each line in turn add up to zero.

## Propagators on a linear branch

Take a branch with velocity v > 0 and set ħ = 1. Line i carries the momentum t + p_i, measured from the Fermi point, and the Matsubara frequency ω_i. Here t is the loop momentum and p_i a fixed offset. In the product iω_i, the first i is the imaginary unit and the subscript is the number of the line. The propagator is

1/(iω_i − v(t + p_i)) = −(1/v) · 1/(t + c_i), with c_i = p_i − iω_i/v.

The prefactor −1/v is the same for every line, so it multiplies all the diagrams by a common constant and is dropped. Fermionic Matsubara frequencies are never zero at finite temperature, so c_i is nonreal and the propagator has no pole at real t.

Number the lines 0, …, n − 1 and write

G_i(t) = 1/(t + c_i),

L_n(t) = G_0(t) · … · G_{n−1}(t).

A new vertex on line j transfers the real momentum a. Line j then occurs twice, before and after the vertex, and the later lines carry the shifted momentum:

I_{n,j}(t) = ∏_{0≤i≤j} G_i(t) · ∏_{j≤i<n} G_i(t + a).

The existing vertex that closes the loop takes up the momentum −a. The new vertex is static and transfers no frequency, so the later lines are shifted by the real number a alone.

## What is stated, and for which loops

In Lean, `propagator`, `loop` and `insertion` are G, L and I. The offsets form a sequence `c : ℕ → ℂ`, of which a loop with n lines uses the first n. The hypothesis `hc` says that every offset has a nonzero imaginary part. `Finset.range n` is the set 0, …, n − 1, and `Finset.Ico j n` is the set j, …, n − 1.

The theorem `sum_insertion_eq` says that for a ≠ 0, every n and every real t,

Σ_{j<n} I_{n,j}(t) = (L_n(t) − L_n(t + a))/a.

The theorem `loop_cancellation` says that for a ≠ 0 and n ≥ 2 the integral of this sum over all real t is zero. Lean assigns the value zero to the integral of a non-integrable function, so `insertion_integrable` matters here: each diagram is absolutely integrable, so the zero does not come from this convention.

The theorem `single_insertion_ne_zero` supplies the contrast. For two lines with offsets i and −i, the diagram with the vertex on line 0 has a nonzero integral for every real a.

The model has free propagators, an unbounded linear branch and fixed frequencies, and the existing vertices keep their order. Loops that mix right and left movers, curvature of the band, a momentum cutoff, frequency sums and a vertex that transfers frequency are not treated. The result is thus a static, fixed-frequency case of the loop cancellation that is invoked for the random-phase approximation in one dimension. For diagrammatic calculations with such free, linearly dispersing propagators, it means that the insertions should be kept together as a group.

## The sum becomes a difference of two loops

For a single line, partial fractions give

G_n(t) − G_n(t + a) = a · G_n(t) · G_n(t + a).

Let S_n(t) be the sum of I_{n,j}(t) over j = 0, …, n − 1, and add a line with number n. If the vertex sits on an old line, the new line comes after it and contributes the factor G_n(t + a). If the vertex sits on the new line, the diagram is L_{n+1}(t) · G_n(t + a). Therefore

S_{n+1}(t) = (S_n(t) + L_{n+1}(t)) · G_n(t + a).

The claim is that a · S_n(t) = L_n(t) − L_n(t + a). For n = 0 the sum is empty and both loops equal 1, so both sides vanish. If the claim holds for n, multiply the recursion by a and use L_{n+1}(t) = L_n(t) · G_n(t):

a · S_{n+1}(t) = (L_n(t) − L_n(t + a)) · G_n(t + a) + L_n(t) · a · G_n(t) · G_n(t + a).

By partial fractions, the last term equals L_n(t) · (G_n(t) − G_n(t + a)). The two terms with L_n(t) · G_n(t + a) cancel, which leaves

a · S_{n+1}(t) = L_{n+1}(t) − L_{n+1}(t + a).

Division by a gives the identity.

## Two lines make the loop integrable

Each propagator is bounded, because |t + c_i| ≥ |Im c_i|. Its squared modulus is a Lorentzian,

|G_i(t)|² = 1/((t + Re c_i)² + (Im c_i)²),

which is integrable. For two lines k and l,

|G_k(t) · G_l(t)| ≤ |G_k(t)|² + |G_l(t)|².

If n ≥ 2, two lines of the loop supply this integrable bound and the others contribute bounded factors, so L_n is absolutely integrable. The integral of the difference may then be split, and a shift of the integration variable gives

∫ S_n(t) dt = (∫ L_n(t) dt − ∫ L_n(t + a) dt)/a = 0.

The same estimate applies to a single insertion, since line j occurs in it twice. A loop with one line decays only as 1/|t|, so its integral can't be split in this way. The algebraic identity still holds for it.

## The smallest case of the theorem: two lines

Take n = 2, c_0 = i and c_1 = −i. The loop is L_2(t) = 1/(t² + 1), and the two insertions are

I_{2,0}(t) = 1/(t + i) · 1/((t + a)² + 1),

I_{2,1}(t) = 1/(t² + 1) · 1/(t + a − i).

The imaginary part of the first is

Im I_{2,0}(t) = −1/((t² + 1) · ((t + a)² + 1)).

It is negative for every t, so the integral has a strictly negative imaginary part and can't vanish. Residues give the values π/(2i − a) for the first integral and π/(a − 2i) for the second, which are opposite. The file does not compute these values. It proves that the first integral is nonzero, and for a ≠ 0 `loop_cancellation` and `insertion_integrable` together imply that the two are opposite.

## The Lean file

```lean
import Mathlib

open MeasureTheory

namespace LoopCancellation

noncomputable section

/-- Propagator of a fermion with linear dispersion, without its constant prefactor `-1/v`, as a
function of the real loop momentum `t`; the constant `c` collects the frequency and the momentum
offset of the line. -/
def propagator (c : ℂ) (t : ℝ) : ℂ := ((t : ℂ) + c)⁻¹

/-- Integrand of the closed loop with the `n` lines `0, …, n - 1`. -/
def loop (c : ℕ → ℂ) (n : ℕ) (t : ℝ) : ℂ := ∏ i ∈ Finset.range n, propagator (c i) t

/-- The loop with one more vertex on line `j`, which transfers the momentum `a`: line `j` occurs
before and after the vertex, and all later lines carry the shifted momentum. -/
def insertion (c : ℕ → ℂ) (a : ℝ) (n j : ℕ) (t : ℝ) : ℂ :=
  (∏ i ∈ Finset.range (j + 1), propagator (c i) t) *
    ∏ i ∈ Finset.Ico j n, propagator (c i) (t + a)

/-- For nonreal offsets, a product of propagators is bounded uniformly in the loop momentum by the
product of the inverse distances of the poles from the real axis. -/
theorem norm_prod_propagator_le {c : ℕ → ℂ} (hc : ∀ i, (c i).im ≠ 0) (s : Finset ℕ) (t : ℝ) :
    ‖∏ i ∈ s, propagator (c i) t‖ ≤ ∏ i ∈ s, |(c i).im|⁻¹ := by
  rw [norm_prod]
  refine Finset.prod_le_prod (fun i _ => norm_nonneg _) (fun i _ => ?_)
  have h := Complex.abs_im_le_norm ((t : ℂ) + c i)
  rw [Complex.add_im, Complex.ofReal_im, zero_add] at h
  rw [propagator, norm_inv]
  exact inv_anti₀ (abs_pos.2 (hc i)) h

/-- For nonreal offsets, a product of propagators at the original and at the shifted momentum is
integrable as soon as it has a line of each kind. -/
theorem propagators_integrable {c : ℕ → ℂ} (hc : ∀ i, (c i).im ≠ 0) (a : ℝ) (k l : ℕ)
    (s u : Finset ℕ) : Integrable fun t : ℝ =>
      ((∏ i ∈ s, propagator (c i) t) * ∏ i ∈ u, propagator (c i) (t + a)) *
        (propagator (c k) t * propagator (c l) (t + a)) := by
  have hne : ∀ (i : ℕ) (t : ℝ), (t : ℂ) + c i ≠ 0 := fun i t h0 =>
    hc i (by simpa using congrArg Complex.im h0)
  have hcont : ∀ i, Continuous (propagator (c i)) := fun i =>
    show Continuous fun t : ℝ => ((t : ℂ) + c i)⁻¹ from
      (Complex.continuous_ofReal.add continuous_const).inv₀ (hne i)
  -- the squared modulus of a propagator is a Lorentzian
  have hsq : ∀ j, Integrable (fun t : ℝ => ‖propagator (c j) t‖ ^ 2) := by
    intro j
    have hm : 0 < (c j).im ^ 2 := sq_pos_of_ne_zero (hc j)
    obtain ⟨q, hq, hqm⟩ : ∃ q : ℝ, 0 ≤ q ∧ q * (c j).im ^ 2 = 1 + 2 * (c j).re ^ 2 :=
      ⟨(1 + 2 * (c j).re ^ 2) / (c j).im ^ 2, by positivity, div_mul_cancel₀ _ hm.ne'⟩
    refine Integrable.mono' (integrable_inv_one_add_sq.const_mul (2 + q))
      ((hcont j).norm.pow 2).aestronglyMeasurable (ae_of_all _ fun t => ?_)
    have e : ‖propagator (c j) t‖ ^ 2 = ((t + (c j).re) ^ 2 + (c j).im ^ 2)⁻¹ := by
      rw [propagator, norm_inv, inv_pow, Complex.sq_norm, Complex.normSq_apply]
      simp only [Complex.add_re, Complex.add_im, Complex.ofReal_re, Complex.ofReal_im]
      congr 1
      ring
    rw [Real.norm_of_nonneg (by positivity), e, ← div_eq_mul_inv, inv_eq_one_div,
      div_le_div_iff₀ (by positivity) (by positivity)]
    nlinarith [mul_nonneg hq (sq_nonneg (t + (c j).re)), sq_nonneg (t + 2 * (c j).re)]
  have hshift : ∀ i, Continuous (fun t : ℝ => propagator (c i) (t + a)) := fun i =>
    (hcont i).comp (continuous_id.add continuous_const)
  have hmeas := ((continuous_finsetProd s fun i _ => hcont i).mul
    (continuous_finsetProd u fun i _ => hshift i)).mul ((hcont k).mul (hshift l))
  have hpos : ∀ v : Finset ℕ, 0 ≤ ∏ i ∈ v, |(c i).im|⁻¹ := fun v =>
    Finset.prod_nonneg fun i _ => by positivity
  -- two lines give the decay, all others are bounded
  refine Integrable.mono' (((hsq k).add ((hsq l).comp_add_right a)).const_mul
    ((∏ i ∈ s, |(c i).im|⁻¹) * ∏ i ∈ u, |(c i).im|⁻¹))
    hmeas.aestronglyMeasurable (ae_of_all _ fun t => ?_)
  refine (norm_mul _ _).le.trans (mul_le_mul ((norm_mul _ _).le.trans
    (mul_le_mul (norm_prod_propagator_le hc s t) (norm_prod_propagator_le hc u (t + a))
      (norm_nonneg _) (hpos s))) ?_ (norm_nonneg _) (mul_nonneg (hpos s) (hpos u)))
  change _ ≤ ‖propagator (c k) t‖ ^ 2 + ‖propagator (c l) (t + a)‖ ^ 2
  rw [norm_mul]
  nlinarith [sq_nonneg (‖propagator (c k) t‖ - ‖propagator (c l) (t + a)‖),
    sq_nonneg ‖propagator (c k) t‖, sq_nonneg ‖propagator (c l) (t + a)‖]

/-- For nonreal offsets, each single insertion diagram is integrable over the loop momentum. -/
theorem insertion_integrable {c : ℕ → ℂ} (hc : ∀ i, (c i).im ≠ 0) (a : ℝ) {n j : ℕ}
    (hj : j < n) : Integrable (insertion c a n j) := by
  refine (propagators_integrable hc a j j (Finset.range j) (Finset.Ico (j + 1) n)).congr
    (ae_of_all _ fun t => ?_)
  rw [insertion, Finset.prod_range_succ, Finset.prod_eq_prod_Ico_succ_bot hj]
  ring

/-- For nonreal offsets and a nonzero real momentum transfer, the sum over all positions of the
inserted vertex is the difference of the loop integrand at the original and at the shifted momentum,
divided by the momentum transfer. -/
theorem sum_insertion_eq {c : ℕ → ℂ} (hc : ∀ i, (c i).im ≠ 0) {a : ℝ} (ha : a ≠ 0)
    (n : ℕ) (t : ℝ) :
    ∑ j ∈ Finset.range n, insertion c a n j t = (loop c n t - loop c n (t + a)) / a := by
  have hne : ∀ (i : ℕ) (s : ℝ), (s : ℂ) + c i ≠ 0 := fun i s h0 =>
    hc i (by simpa using congrArg Complex.im h0)
  rw [eq_div_iff (Complex.ofReal_ne_zero.2 ha)]
  induction n with
  | zero => simp [loop]
  | succ n ih =>
    -- partial fractions for the line that carries the vertex
    have key : (a : ℂ) * (propagator (c n) t * propagator (c n) (t + a)) =
        propagator (c n) t - propagator (c n) (t + a) := by
      simp only [propagator]
      rw [inv_sub_inv (hne n t) (hne n (t + a)), div_eq_mul_inv, mul_inv]
      push_cast
      ring
    -- the vertex sits either on one of the old lines or on the new one
    have step : ∑ j ∈ Finset.range (n + 1), insertion c a (n + 1) j t =
        (∑ j ∈ Finset.range n, insertion c a n j t + loop c (n + 1) t) *
          propagator (c n) (t + a) := by
      rw [Finset.sum_range_succ, add_mul, Finset.sum_mul]
      congr 1
      · refine Finset.sum_congr rfl fun j hj => ?_
        rw [insertion, insertion, Finset.prod_Ico_succ_top (Finset.mem_range.1 hj).le, mul_assoc]
      · rw [insertion, loop, Finset.prod_Ico_succ_top le_rfl, Finset.Ico_self,
          Finset.prod_empty, one_mul]
    rw [step]
    simp only [loop, Finset.prod_range_succ] at ih ⊢
    linear_combination propagator (c n) (t + a) * ih +
      (∏ i ∈ Finset.range n, propagator (c i) t) * key

/-- Loop cancellation: for a loop of at least two lines with nonreal offsets and a nonzero real
momentum transfer, the sum over all positions of the inserted vertex integrates to zero over the
loop momentum. -/
theorem loop_cancellation {c : ℕ → ℂ} (hc : ∀ i, (c i).im ≠ 0) {a : ℝ} (ha : a ≠ 0)
    {n : ℕ} (hn : 2 ≤ n) :
    ∫ t : ℝ, ∑ j ∈ Finset.range n, insertion c a n j t = 0 := by
  have hL : Integrable (loop c n) := by
    obtain ⟨m, rfl⟩ := Nat.exists_eq_add_of_le' hn
    refine (propagators_integrable hc 0 m (m + 1) (Finset.range m) ∅).congr
      (ae_of_all _ fun t => ?_)
    simp [loop, Finset.prod_range_succ, mul_assoc]
  -- the two loops differ by a shift of the integration variable
  simp_rw [sum_insertion_eq hc ha]
  rw [integral_div, integral_sub hL (hL.comp_add_right a),
    integral_add_right_eq_self (loop c n) a, sub_self, zero_div]

/-- Offsets `i, -i, -i, …`, with the first pole on the other side of the real axis. -/
def poles (i : ℕ) : ℂ := if i = 0 then Complex.I else -Complex.I

/-- For two lines with offsets `i` and `-i`, the diagram with the vertex on the first line alone
has a nonzero integral, whatever the momentum transfer. -/
theorem single_insertion_ne_zero (a : ℝ) : ∫ t : ℝ, insertion poles a 2 0 t ≠ 0 := by
  have hI := insertion_integrable (c := poles)
    (fun i => by by_cases h : i = 0 <;> simp [poles, h]) a (n := 2) (j := 0) (by norm_num)
  -- the imaginary part of the integrand is strictly negative
  have hp : ∀ t : ℝ, 0 < -(insertion poles a 2 0 t).im := by
    intro t
    have h : insertion poles a 2 0 t =
        ((t : ℂ) + Complex.I)⁻¹ * ((((t + a) ^ 2 + 1)⁻¹ : ℝ) : ℂ) := by
      have h2 : (((t + a : ℝ) : ℂ) + Complex.I) * (((t + a : ℝ) : ℂ) + -Complex.I) =
          (((t + a) ^ 2 + 1 : ℝ) : ℂ) := by
        push_cast
        linear_combination -Complex.I_sq
      rw [Complex.ofReal_inv, ← h2, mul_inv, insertion, ← Finset.range_eq_Ico]
      simp only [Finset.prod_range_succ, Finset.prod_range_zero, propagator, poles, one_mul,
        if_true, one_ne_zero, if_false, zero_add]
    have hn : Complex.normSq ((t : ℂ) + Complex.I) = t ^ 2 + 1 := by
      rw [Complex.normSq_apply]
      simp only [Complex.add_re, Complex.add_im, Complex.ofReal_re, Complex.ofReal_im,
        Complex.I_re, Complex.I_im]
      ring
    have hi : ((t : ℂ) + Complex.I).im = 1 := by simp
    rw [h, Complex.im_mul_ofReal, Complex.inv_im, hn, hi, neg_div, neg_mul, neg_neg]
    positivity
  have hpos := (integral_pos_iff_support_of_nonneg (fun t => (hp t).le)
    (Complex.imCLM.integrable_comp hI).neg).2 (by
      rw [Set.eq_univ_of_forall fun t => Function.mem_support.2 (hp t).ne']
      simp)
  have him : ∫ t : ℝ, (insertion poles a 2 0 t).im = (∫ t : ℝ, insertion poles a 2 0 t).im :=
    Complex.imCLM.integral_comp_comm hI
  intro h0
  rw [integral_neg, him, h0] at hpos
  simp at hpos

end

end LoopCancellation
```

```lean
#print axioms LoopCancellation.loop_cancellation
-- 'LoopCancellation.loop_cancellation' depends on axioms: [propext, Classical.choice, Quot.sound]
#print axioms LoopCancellation.single_insertion_ne_zero
-- 'LoopCancellation.single_insertion_ne_zero' depends on axioms: [propext, Classical.choice, Quot.sound]
```

## How the proof follows the derivation

The lemma `norm_prod_propagator_le` bounds a product of propagators by the product of the values 1/|Im c_i|. It applies the inequality |Im z| ≤ |z| to each factor.

The estimates are collected in `propagators_integrable`. It treats a product that contains at least one line k at momentum t and one line l at t + a. Inside it, `hsq` proves that the Lorentzian is integrable by comparing it with a multiple of 1/(1 + t²). The constant is 2 + q, where q · (Im c_j)² = 1 + 2(Re c_j)², and `nlinarith` checks the resulting polynomial inequality. `Integrable.mono'` then transfers integrability from the bound to the product.

This lemma is used twice. In `insertion_integrable`, k and l are both j, and the two occurrences of line j are split off from their products. In `loop_cancellation`, the number of lines is written as m + 2 and the lemma is applied with shift 0 to lines m and m + 1, which shows that the loop is integrable.

The proof of `sum_insertion_eq` first multiplies the identity by a and then runs the induction on n. In the induction step, `key` is the partial-fraction formula and `step` is the recursion for S_{n+1}. The final `linear_combination` adds G_n(t + a) times the induction hypothesis to L_n(t) times `key`, which is the cancellation carried out above.

With the loop integrable, `loop_cancellation` replaces the sum by the difference of loops. `integral_sub` splits the integral, and `integral_add_right_eq_self` removes the shift.

In `single_insertion_ne_zero`, the statement `hp` says that minus the imaginary part of the integrand is positive everywhere. A nonnegative integrable function has a positive integral if its support has positive measure, and here the support is the whole real line. Since taking the imaginary part commutes with integration, a vanishing complex integral would contradict this positivity.
